# The Reuss bulk modulus of a positive definite stiffness matrix is at most its Voigt bulk modulus

## Stiffness, compliance and Voigt vectors

Let $C$ be a real symmetric positive definite matrix, the stiffness, and let $S=C^{-1}$ be the compliance. A strain $\varepsilon$ produces the stress $\sigma=C\varepsilon$. The dot product is $x\cdot y=\sum_i x_iy_i$, and $x\cdot Cx$ is twice the elastic energy density of the strain $x$.

For a crystal, strain and stress are six-component Voigt vectors. The first three components are the normal ones, and the shear strains are engineering strains, twice the tensor components. Tensile stress is positive, so a pressure $p$ is the stress $-p\,(1,1,1,0,0,0)$. All components are plain numbers in fixed units, which allows the same vector to serve as a stress in one place and as a strain in another.

The general inequality does not need six components. In the code the index type `n` is any finite type, and `C` is a real matrix over it. The product `C *ᵥ u` is $Cu$, `u ⬝ᵥ v` is $u\cdot v$, and `a • u` is the multiple $au$.

In Lean 4 with Mathlib:

```lean
import Mathlib

open Matrix

namespace VoigtReussBulk

noncomputable section

variable {n : Type*} [Fintype n] [DecidableEq n] {C : Matrix n n ℝ}
```

The hypothesis `C.PosDef` contains both symmetry and the condition $x\cdot Cx>0$ for every $x\neq0$. Physically, it says that an unstressed crystal is elastically stable: every nonzero homogeneous strain costs energy. It is assumed unless the text says otherwise, and it is not derived from a microscopic model.

## The strain that produces a given stress

Given a vector $u$, put $w=Su$. Then $Cw=u$, so $w$ is the strain that produces the stress $u$. Since $C$ is symmetric, for every $x$

$$w\cdot Cx=(C^{T}w)\cdot x=(Cw)\cdot x=u\cdot x .$$

```lean
/-- The strain `C⁻¹ u` produces the stress `u`, and its work against the stress of any
strain `x` is `u · x`. -/
theorem compliance_solves (hC : C.PosDef) (u : n → ℝ) :
    C *ᵥ (C⁻¹ *ᵥ u) = u ∧ ∀ x, (C⁻¹ *ᵥ u) ⬝ᵥ C *ᵥ x = u ⬝ᵥ x := by
  have hw : C *ᵥ (C⁻¹ *ᵥ u) = u := by
    rw [Matrix.mulVec_mulVec, Matrix.mul_nonsing_inv C hC.det_pos.ne'.isUnit,
      Matrix.one_mulVec]
  have hT : Cᵀ = C := by
    have h := hC.isHermitian.eq
    rwa [Matrix.conjTranspose_eq_transpose_of_trivial] at h
  refine ⟨hw, fun x => ?_⟩
  -- symmetry of the stiffness moves `C` to the other factor
  rw [Matrix.dotProduct_mulVec, ← Matrix.mulVec_transpose, hT, hw]
```

The theorem states both facts together. Positive definiteness makes the determinant positive, hence $C$ invertible, which gives the first. For the second, the proof turns the Hermitian property into `Cᵀ = C` and moves the matrix to the other factor, as in the display.

## Energy of a trial strain

For numbers $a$ and $b$, take the trial strain $t=au-bw$. Expanding gives

$$t\cdot Ct=a^2\,u\cdot Cu-ab\,u\cdot Cw-ab\,w\cdot Cu+b^2\,w\cdot Cw .$$

By the previous step, $u\cdot Cw=u\cdot u$, $w\cdot Cu=u\cdot u$ and $w\cdot Cw=u\cdot w=u\cdot Su$. Therefore

$$t\cdot Ct=a^2\,u\cdot Cu-2ab\,u\cdot u+b^2\,u\cdot Su .$$

```lean
/-- The quadratic form of the stiffness at the trial strain `a u - b C⁻¹ u`. -/
theorem trial_energy (hC : C.PosDef) (u : n → ℝ) (a b : ℝ) :
    (a • u - b • (C⁻¹ *ᵥ u)) ⬝ᵥ C *ᵥ (a • u - b • (C⁻¹ *ᵥ u)) =
      a ^ 2 * (u ⬝ᵥ C *ᵥ u) - 2 * a * b * (u ⬝ᵥ u) + b ^ 2 * (u ⬝ᵥ C⁻¹ *ᵥ u) := by
  obtain ⟨hw, hs⟩ := compliance_solves hC u
  have hc : (C⁻¹ *ᵥ u) ⬝ᵥ u = u ⬝ᵥ C⁻¹ *ᵥ u := dotProduct_comm _ _
  simp only [Matrix.mulVec_sub, Matrix.mulVec_smul, hw, sub_dotProduct, dotProduct_sub,
    smul_dotProduct, dotProduct_smul, smul_eq_mul, hs, hc]
  ring
```

The `simp only` call expands the products and inserts the two facts about $w$; `ring` collects the terms.

## A lower bound on stiffness times compliance

Write $k=u\cdot Cu$, $r=u\cdot Su$ and $m=u\cdot u$. The claim is $m^2\le kr$. If $u=0$, both sides vanish. Otherwise $w\neq0$, because $Cw=u$, and so $r=w\cdot Cw>0$. Choose $a=r$ and $b=m$ in the trial strain. Its energy cannot be negative:

$$0\le r^2k-2rm^2+m^2r=r\,(kr-m^2).$$

Dividing by $r>0$ gives the claim.

```lean
/-- For a positive definite stiffness, the product of the stiffness and compliance forms
at `u` is at least `(u · u)²`. -/
theorem stiffness_mul_compliance_ge (hC : C.PosDef) (u : n → ℝ) :
    (u ⬝ᵥ u) ^ 2 ≤ (u ⬝ᵥ C *ᵥ u) * (u ⬝ᵥ C⁻¹ *ᵥ u) := by
  rcases eq_or_ne u 0 with rfl | hu
  · simp
  have hr : 0 < u ⬝ᵥ C⁻¹ *ᵥ u := by
    simpa only [star_trivial] using hC.inv.dotProduct_mulVec_pos hu
  have h := hC.posSemidef.dotProduct_mulVec_nonneg
    ((u ⬝ᵥ C⁻¹ *ᵥ u) • u - (u ⬝ᵥ u) • (C⁻¹ *ᵥ u))
  rw [star_trivial, trial_energy hC] at h
  refine le_of_mul_le_mul_left ?_ hr
  linear_combination h
```

The code obtains $r>0$ from the positive definiteness of the inverse matrix. The hypothesis `h` is the non-negativity of the trial energy, rewritten with `trial_energy`. The last two lines cancel the factor $r$ and check the remaining algebra.

## Equality when the stress is parallel to the strain

Suppose $m^2=kr$. For $u=0$ we have $Cu=0\,u$. For $u\neq0$ the energy of the trial strain above is now zero, so positive definiteness forces the strain itself to vanish: $ru=mw$. Applying $C$ gives $r\,Cu=mu$, that is,

$$Cu=\frac{m}{r}\,u .$$

Conversely, suppose $Cu=cu$. Then $k=cm$. Also $m=w\cdot Cu=c\,w\cdot u=cr$, so $kr=cmr=m^2$.

```lean
/-- Equality holds exactly when the stress `C u` is a multiple of `u`. -/
theorem stiffness_mul_compliance_eq_iff (hC : C.PosDef) (u : n → ℝ) :
    (u ⬝ᵥ u) ^ 2 = (u ⬝ᵥ C *ᵥ u) * (u ⬝ᵥ C⁻¹ *ᵥ u) ↔ ∃ c : ℝ, C *ᵥ u = c • u := by
  obtain ⟨hw, hs⟩ := compliance_solves hC u
  constructor
  · intro heq
    rcases eq_or_ne u 0 with h0 | hu
    · exact ⟨0, by simp [h0]⟩
    have hr : 0 < u ⬝ᵥ C⁻¹ *ᵥ u := by
      simpa only [star_trivial] using hC.inv.dotProduct_mulVec_pos hu
    -- the trial strain costs no energy, so it vanishes
    have hz : (u ⬝ᵥ C⁻¹ *ᵥ u) • u - (u ⬝ᵥ u) • (C⁻¹ *ᵥ u) = 0 := by
      by_contra hne
      have h := hC.dotProduct_mulVec_pos hne
      rw [star_trivial, trial_energy hC] at h
      have h0 : (u ⬝ᵥ C⁻¹ *ᵥ u) ^ 2 * (u ⬝ᵥ C *ᵥ u)
          - 2 * (u ⬝ᵥ C⁻¹ *ᵥ u) * (u ⬝ᵥ u) * (u ⬝ᵥ u)
          + (u ⬝ᵥ u) ^ 2 * (u ⬝ᵥ C⁻¹ *ᵥ u) = 0 := by
        linear_combination (-(u ⬝ᵥ C⁻¹ *ᵥ u)) * heq
      linarith
    have h1 := congrArg (fun y => C *ᵥ y) (sub_eq_zero.mp hz)
    simp only [Matrix.mulVec_smul, hw] at h1
    refine ⟨(u ⬝ᵥ C⁻¹ *ᵥ u)⁻¹ * (u ⬝ᵥ u), ?_⟩
    rw [mul_smul, ← h1, smul_smul, inv_mul_cancel₀ hr.ne', one_smul]
  · rintro ⟨c, hc⟩
    have hv : u ⬝ᵥ C *ᵥ u = c * (u ⬝ᵥ u) := by
      rw [hc, dotProduct_smul, smul_eq_mul]
    have hr : c * (u ⬝ᵥ C⁻¹ *ᵥ u) = u ⬝ᵥ u := by
      rw [← hs u, hc, dotProduct_smul, smul_eq_mul, dotProduct_comm (C⁻¹ *ᵥ u) u]
    linear_combination (-(u ⬝ᵥ C⁻¹ *ᵥ u)) * hv - (u ⬝ᵥ u) * hr
```

In the forward direction, `by_contra` supposes that the trial strain is nonzero. Its energy would then be positive, while `h0` shows that it is zero. The constant supplied is `(u ⬝ᵥ C⁻¹ *ᵥ u)⁻¹ * (u ⬝ᵥ u)`, which is $m/r$. In the reverse direction, `hv` and `hr` are the relations $k=cm$ and $cr=m$.

## Two bulk moduli from one stiffness matrix

Now take six components and let

$$h=(1,1,1,0,0,0).$$

As a stress, $h$ is a unit hydrostatic tension. Its product with a strain, $h\cdot\varepsilon=\varepsilon_1+\varepsilon_2+\varepsilon_3$, is the relative volume change to first order. The Voigt labels $1,\dots,6$ correspond to the indices $0,\dots,5$ of `Fin 6`.

```lean
/-- The hydrostatic vector `(1,1,1,0,0,0)` in Voigt notation; to first order, its product with a
strain is the relative volume change. -/
def hydro : Fin 6 → ℝ := ![1, 1, 1, 0, 0, 0]
```

The Voigt bulk modulus averages the stiffness over the normal components:

$$K_V=\frac{h\cdot Ch}{9}.$$

```lean
/-- The Voigt bulk modulus of a stiffness matrix. -/
def voigtBulk (C : Matrix (Fin 6) (Fin 6) ℝ) : ℝ := (hydro ⬝ᵥ C *ᵥ hydro) / 9
```

The Reuss bulk modulus is the reciprocal of the corresponding sum of compliances:

$$K_R=\frac{1}{h\cdot Sh}.$$

```lean
/-- The Reuss bulk modulus, for an invertible stiffness matrix with nonzero hydrostatic
compliance. -/
def reussBulk (C : Matrix (Fin 6) (Fin 6) ℝ) : ℝ := 1 / (hydro ⬝ᵥ C⁻¹ *ᵥ hydro)
```

Two facts are needed to compare them. First, $h\cdot h=1+1+1=3$. Second, $h\neq0$, so the argument that gave $r>0$ also gives $h\cdot Sh>0$. The denominator of $K_R$ is therefore positive for a stable crystal.

```lean
/-- The hydrostatic vector has squared length 3, and a positive definite stiffness has
positive hydrostatic compliance. -/
theorem hydro_facts : hydro ⬝ᵥ hydro = 3 ∧
    ∀ C : Matrix (Fin 6) (Fin 6) ℝ, C.PosDef → 0 < hydro ⬝ᵥ C⁻¹ *ᵥ hydro := by
  have h3 : hydro ⬝ᵥ hydro = 3 := by
    simp [hydro, dotProduct, Fin.sum_univ_six]
    norm_num
  refine ⟨h3, fun C hC => ?_⟩
  have hne : hydro ≠ 0 := by
    intro h
    rw [h, zero_dotProduct] at h3
    norm_num at h3
  simpa only [star_trivial] using hC.inv.dotProduct_mulVec_pos hne
```

With $u=h$, the general inequality reads

$$9\le (h\cdot Ch)(h\cdot Sh)=\frac{9K_V}{K_R}.$$

Since $K_R>0$, this is $K_R\le K_V$. Equality holds exactly when $Ch=ch$ for some number $c$. In physical terms, a uniform dilation then produces a purely hydrostatic stress, without shear and with three equal normal components.

```lean
/-- The Reuss bulk modulus is at most the Voigt one, with equality exactly when a uniform
dilation produces a purely hydrostatic stress. -/
theorem reuss_le_voigt {C : Matrix (Fin 6) (Fin 6) ℝ} (hC : C.PosDef) :
    reussBulk C ≤ voigtBulk C ∧
      (reussBulk C = voigtBulk C ↔ ∃ c : ℝ, C *ᵥ hydro = c • hydro) := by
  have hr := hydro_facts.2 C hC
  constructor
  · have h := stiffness_mul_compliance_ge hC hydro
    rw [hydro_facts.1] at h
    rw [reussBulk, voigtBulk, div_le_div_iff₀ hr (by norm_num)]
    linarith
  · rw [← stiffness_mul_compliance_eq_iff hC hydro, hydro_facts.1, reussBulk, voigtBulk,
      div_eq_div_iff hr.ne' (by norm_num)]
    constructor <;> intro h <;> linarith
```

The theorem is a conjunction of the inequality and the equality criterion. Each half uses the corresponding general theorem and clears the denominators, which is allowed because $h\cdot Sh$ and $9$ are positive.

## An unstable matrix that reverses the order

Positivity matters even when the matrix is symmetric and invertible. Take $C=\mathrm{diag}(1,1,-1,1,1,1)$ in some unit of stress. It is its own inverse, so $h\cdot Ch=h\cdot Sh=1+1-1=1$. Hence $K_V=1/9$ and $K_R=1$, and the inequality is reversed. Such a crystal would lower its energy by stretching along the third axis.

Symmetry matters too. The matrix
$$M=\begin{pmatrix}1&1\\-1&1\end{pmatrix}$$
satisfies $x\cdot Mx=x_1^2+x_2^2>0$ for $x\neq0$. With $u=(1,0)$, however, $u\cdot Mu=1$ and $u\cdot M^{-1}u=1/2$, so the product $1/2$ is smaller than $(u\cdot u)^2=1$.

## Uniform pressure measures the Reuss modulus

Let a crystal respond to a pressure $p$ with the strain $\varepsilon$, so that $C\varepsilon=-p\,h$. Taking the product with $Sh$ and using the symmetry relation gives

$$h\cdot\varepsilon=(Sh)\cdot C\varepsilon=-p\,h\cdot Sh=-\frac{p}{K_R}.$$

Thus $p=-K_R\,(h\cdot\varepsilon)$: the Reuss modulus relates pressure to volume change when the crystal is free to change shape.

```lean
/-- Under a uniform pressure `p`, the pressure is minus the Reuss modulus times the first-order
relative volume change. -/
theorem uniform_stress_response {C : Matrix (Fin 6) (Fin 6) ℝ} (hC : C.PosDef)
    (p : ℝ) (ε : Fin 6 → ℝ) (hε : C *ᵥ ε = (-p) • hydro) :
    p = -reussBulk C * (hydro ⬝ᵥ ε) := by
  have h := (compliance_solves hC hydro).2 ε
  rw [hε, dotProduct_smul, smul_eq_mul, dotProduct_comm (C⁻¹ *ᵥ hydro) hydro] at h
  have h1 := one_div_mul_cancel (hydro_facts.2 C hC).ne'
  rw [reussBulk, ← h]
  linear_combination (-p) * h1
```

The hypothesis `hε` is the stress condition $C\varepsilon=-p\,h$. The strain is otherwise unrestricted, and its shape follows from the stiffness. The proof rewrites the symmetry relation with `hε` and then uses $K_R\,(h\cdot Sh)=1$.

## Uniform dilation measures the Voigt modulus

Now impose the strain instead. A uniform dilation with relative volume change $\theta$ is $\varepsilon=(\theta/3)h$, since $h\cdot h=3$. The mean normal stress is one third of the sum of the normal stresses:

$$\frac{h\cdot C\varepsilon}{3}=\frac{\theta}{9}\,h\cdot Ch=K_V\,\theta .$$

```lean
/-- Under a uniform dilation with first-order relative volume change `θ`, the mean normal stress is
the Voigt modulus times `θ`. -/
theorem uniform_strain_response (C : Matrix (Fin 6) (Fin 6) ℝ) (θ : ℝ) :
    (hydro ⬝ᵥ C *ᵥ ((θ / 3) • hydro)) / 3 = voigtBulk C * θ := by
  rw [Matrix.mulVec_smul, dotProduct_smul, smul_eq_mul, voigtBulk]
  ring
```

This identity is linear in $C$ and holds for every real $6\times6$ matrix, so the theorem has no positivity hypothesis.

The difference is relevant to computed bulk moduli. Consider small strains about an unstressed, stable crystal in linear elasticity, with the atomic positions inside the cell relaxed in both calculations, so that both refer to the same stiffness matrix. Then scaling the cell at fixed shape gives the Voigt value, while relaxing the cell under hydrostatic pressure gives the Reuss value, so the fixed-shape result cannot be the smaller one.

The names Voigt and Reuss are also attached to bounds on the effective modulus of a polycrystal. The theorems here compare two numbers computed from a single stiffness matrix; they contain no grains, no orientation average and no effective modulus lying between the two. Finite strains and crystals under a finite initial stress are likewise not treated.

## Cubic crystals have a single bulk modulus

A cubic crystal referred to its cube axes has three independent constants, $a=C_{11}$, $b=C_{12}$ and $g=C_{44}$. With engineering shear strains, its stiffness matrix has $a$ on the diagonal and $b$ off the diagonal in the normal block, and $g$ on the diagonal of the shear block.

```lean
/-- The stiffness matrix of a cubic crystal with constants `a = C11`, `b = C12`, `g = C44`. -/
def cubic (a b g : ℝ) : Matrix (Fin 6) (Fin 6) ℝ :=
  !![a, b, b, 0, 0, 0; b, a, b, 0, 0, 0; b, b, a, 0, 0, 0;
     0, 0, 0, g, 0, 0; 0, 0, 0, 0, g, 0; 0, 0, 0, 0, 0, g]
```

Each of the first three rows of this matrix, multiplied by $h$, gives $a+2b$, and each of the last three gives zero. Hence

$$Ch=(a+2b)\,h .$$

The equality criterion applies, so $K_R=K_V$ when the matrix is positive definite. The common value is

$$K_V=\frac{(a+2b)\,h\cdot h}{9}=\frac{a+2b}{3}=\frac{C_{11}+2C_{12}}{3}.$$

```lean
/-- For a cubic crystal with positive definite stiffness, the Reuss and Voigt bulk moduli
both equal `(C11 + 2 C12) / 3`. -/
theorem cubic_bulk {a b g : ℝ} (hC : (cubic a b g).PosDef) :
    reussBulk (cubic a b g) = (a + 2 * b) / 3 ∧
      voigtBulk (cubic a b g) = (a + 2 * b) / 3 := by
  have he : cubic a b g *ᵥ hydro = (a + 2 * b) • hydro := by
    ext i
    fin_cases i <;>
      simp [cubic, hydro, Matrix.mulVec, dotProduct, Fin.sum_univ_six] <;> ring
  have hv : voigtBulk (cubic a b g) = (a + 2 * b) / 3 := by
    rw [voigtBulk, he, dotProduct_smul, hydro_facts.1, smul_eq_mul]
    ring
  exact ⟨((reuss_le_voigt hC).2.mpr ⟨_, he⟩).trans hv, hv⟩

end

end VoigtReussBulk
```

The proof checks the relation for $Ch$ component by component (`he`), evaluates the Voigt modulus from it (`hv`), and carries the value over to the Reuss modulus through the equality criterion of `reuss_le_voigt`. Stability enters as positive definiteness of the whole matrix; the theorem does not translate it into separate inequalities for $C_{11}$, $C_{12}$ and $C_{44}$.

```lean
#print axioms VoigtReussBulk.uniform_stress_response
#print axioms VoigtReussBulk.uniform_strain_response
#print axioms VoigtReussBulk.cubic_bulk
```

```
'VoigtReussBulk.uniform_stress_response' depends on axioms: [propext, Classical.choice, Quot.sound]
'VoigtReussBulk.uniform_strain_response' depends on axioms: [propext, Classical.choice, Quot.sound]
'VoigtReussBulk.cubic_bulk' depends on axioms: [propext, Classical.choice, Quot.sound]
```
